# RAMBO rescaling: one positive factor restores the total energy when the masses sum to less than it

Units have $c=1$. Particle $i$ has mass $m_i\ge0$ and starts as a massless particle with momentum magnitude, hence energy, $p_i\ge0$. Write $M=\sum_i m_i$ and $P=\sum_i p_i$; $w$ is the total energy, often called $\sqrt s$. The letter $p_i$ is not a four-momentum, and the scale factor $x$ is often written $\xi$.

RAMBO generates massless events in their rest frame. To obtain massive final states, for instance as points at which to evaluate tree-level QED amplitudes, all momenta are multiplied by a common $x$ and each particle is put on its mass shell. The total energy is then

$$E(x)=\sum_i\sqrt{m_i^2+x^2p_i^2}.$$

The problem is to choose $x$ so that energy is conserved. Only these kinematics are treated: the event weight that corrects the phase-space density after rescaling is a separate step.

In Lean, `ι` is a finite set of particle labels and `rescaledEnergy m p x` is $E(x)$. Signs are not built into the types; each theorem lists those it needs.

```lean
import Mathlib

open Finset

namespace RamboRescaling

noncomputable section

variable {ι : Type*} [Fintype ι]

/-- Total energy of particles with masses `m i` whose momenta, of magnitude `p i`,
have all been multiplied by the common factor `x`. -/
def rescaledEnergy (m p : ι → ℝ) (x : ℝ) : ℝ :=
  ∑ i, √(m i ^ 2 + x ^ 2 * p i ^ 2)
```

## (a) All momenta scaled to zero

Show that $E(0)=M$.

**Solution.** Each term is $\sqrt{m_i^2}=m_i$, because $m_i\ge0$.

```lean
/-- With all momenta scaled to zero, the energy of particles with nonnegative masses is
the sum of the masses. -/
theorem rescaledEnergy_zero (m p : ι → ℝ) (hm : ∀ i, 0 ≤ m i) :
    rescaledEnergy m p 0 = ∑ i, m i := by
  unfold rescaledEnergy
  refine sum_congr rfl fun i _ => ?_
  rw [show m i ^ 2 + 0 ^ 2 * p i ^ 2 = m i ^ 2 by ring, Real.sqrt_sq (hm i)]
```

## (b) Growth with the scale factor

For $P>0$, show that $0\le x<y$ implies $E(x)<E(y)$.

**Solution.** Since $x^2<y^2$, no term decreases. As $P\ne0$, some $p_j\ne0$, and its term grows strictly. So does the sum, which is the step `sum_lt_sum`.

```lean
/-- If the massless energies `p i` have a positive sum, the total energy grows strictly
with the scale factor `x ≥ 0`. -/
theorem rescaledEnergy_strictMonoOn (m p : ι → ℝ) (hp : 0 < ∑ i, p i) :
    StrictMonoOn (rescaledEnergy m p) (Set.Ici 0) := by
  intro x hx y _ hxy
  have hx0 : 0 ≤ x := hx
  have hsq : x ^ 2 < y ^ 2 := by nlinarith
  -- at least one particle moves, and its energy grows strictly
  obtain ⟨j, _, hj⟩ := exists_ne_zero_of_sum_ne_zero hp.ne'
  have hj2 : 0 < p j ^ 2 := by positivity
  unfold rescaledEnergy
  refine sum_lt_sum (fun i _ => Real.sqrt_le_sqrt ?_)
    ⟨j, mem_univ j, Real.sqrt_lt_sqrt (by positivity) ?_⟩
  · nlinarith [mul_le_mul_of_nonneg_right hsq.le (sq_nonneg (p i))]
  · nlinarith [mul_lt_mul_of_pos_right hsq hj2]
```

## (c) An upper bound on the energy

For $x\ge0$, show that $E(x)\le M+xP$.

**Solution.** We have
$$(m_i+xp_i)^2=m_i^2+x^2p_i^2+2xm_ip_i\ge m_i^2+x^2p_i^2.$$
Take roots and sum over $i$.

```lean
/-- For nonnegative masses, momenta and scale factor, the total energy is at most the sum
of the masses plus `x` times the sum of the momentum magnitudes. -/
theorem rescaledEnergy_le (m p : ι → ℝ) (hm : ∀ i, 0 ≤ m i) (hp : ∀ i, 0 ≤ p i)
    {x : ℝ} (hx : 0 ≤ x) :
    rescaledEnergy m p x ≤ ∑ i, m i + x * ∑ i, p i := by
  unfold rescaledEnergy
  rw [mul_sum, ← sum_add_distrib]
  refine sum_le_sum fun i _ => Real.sqrt_le_iff.mpr ⟨?_, ?_⟩
  · exact add_nonneg (hm i) (mul_nonneg hx (hp i))
  · nlinarith [mul_nonneg (hm i) (mul_nonneg hx (hp i))]
```

## (d) A lower bound on the energy

Show that $M^2+x^2P^2\le E(x)^2$.

**Solution.** Let $u_i=(m_i,xp_i)$, a plane vector of length $\sqrt{m_i^2+x^2p_i^2}$, and $U=\sum_iu_i=(M,xP)$. By Cauchy-Schwarz,
$$|U|^2=\sum_iU\cdot u_i\le|U|\sum_i|u_i|=|U|\,E(x).$$
Combine this with $(E(x)-|U|)^2\ge0$:
$$E(x)^2\ge2|U|E(x)-|U|^2\ge|U|^2.$$
In the code, `hs` is the Cauchy-Schwarz step, and the last `nlinarith` combines it with the square.

```lean
/-- The square of the total energy is at least the square of the summed masses plus the square of
the product of `x` and the summed momentum magnitudes. -/
theorem sq_add_sq_le_rescaledEnergy_sq (m p : ι → ℝ) (x : ℝ) :
    (∑ i, m i) ^ 2 + x ^ 2 * (∑ i, p i) ^ 2 ≤ rescaledEnergy m p x ^ 2 := by
  -- Cauchy-Schwarz in the (mass, momentum) plane, summed over the particles
  have hs : ∀ a b : ℝ, a * ∑ i, m i + x ^ 2 * b * ∑ i, p i
      ≤ √(a ^ 2 + x ^ 2 * b ^ 2) * rescaledEnergy m p x := by
    intro a b
    unfold rescaledEnergy
    rw [mul_sum, mul_sum, mul_sum, ← sum_add_distrib]
    refine sum_le_sum fun i _ => ?_
    rw [← Real.sqrt_mul (by positivity)]
    refine (le_abs_self _).trans (Real.abs_le_sqrt ?_)
    nlinarith [sq_nonneg (a * (x * p i) - x * b * m i)]
  have h := hs (∑ i, m i) (∑ i, p i)
  have hW : √((∑ i, m i) ^ 2 + x ^ 2 * (∑ i, p i) ^ 2) ^ 2
      = (∑ i, m i) ^ 2 + x ^ 2 * (∑ i, p i) ^ 2 := Real.sq_sqrt (by positivity)
  nlinarith [sq_nonneg (rescaledEnergy m p x
    - √((∑ i, m i) ^ 2 + x ^ 2 * (∑ i, p i) ^ 2))]
```

## (e) Existence and uniqueness

Let $P=w$ and $M<w$. Show that exactly one $x>0$ satisfies $E(x)=w$, and that $x\le1$.

**Solution.** First, $w>M\ge0$. By (a), $E(0)=M<w$. Each term of $E(1)$ is at least $p_i$, so $E(1)\ge w$. Since $E$ is continuous, the intermediate value theorem gives $x\in[0,1]$ with $E(x)=w$, and $x\ne0$ because $E(0)<w$. By (b), no other positive number works, including those above $1$.

Lean does not assume $p_i\ge0$ here; the physical reading as magnitudes does.

```lean
/-- RAMBO rescaling: if the nonnegative masses sum to less than the total energy `w` of the
massless event, exactly one positive factor `x` gives the massive event the same energy
`w`, and `x ≤ 1`. -/
theorem existsUnique_scale (m p : ι → ℝ) {w : ℝ} (hm : ∀ i, 0 ≤ m i)
    (hw : ∑ i, p i = w) (hmw : ∑ i, m i < w) :
    ∃ x, (0 < x ∧ x ≤ 1 ∧ rescaledEnergy m p x = w) ∧
      ∀ y, 0 < y → rescaledEnergy m p y = w → y = x := by
  have hw0 : 0 < w := (sum_nonneg fun i _ => hm i).trans_lt hmw
  have h0 := rescaledEnergy_zero m p hm
  have h1 : w ≤ rescaledEnergy m p 1 := by
    rw [← hw]
    unfold rescaledEnergy
    refine sum_le_sum fun i _ => (le_abs_self _).trans (Real.abs_le_sqrt ?_)
    nlinarith [sq_nonneg (m i)]
  have hc : Continuous (fun x => rescaledEnergy m p x) := by
    simp only [rescaledEnergy]
    fun_prop
  -- the energy passes through `w` between `x = 0` and `x = 1`
  obtain ⟨x, hx, hE⟩ := intermediate_value_Icc (zero_le_one' ℝ) hc.continuousOn
    ⟨h0.le.trans hmw.le, h1⟩
  have hE' : rescaledEnergy m p x = w := hE
  have hx0 : x ≠ 0 := by
    rintro rfl
    linarith
  refine ⟨x, ⟨lt_of_le_of_ne hx.1 hx0.symm, hx.2, hE'⟩, fun y hy hyE => ?_⟩
  exact (rescaledEnergy_strictMonoOn m p (hw ▸ hw0)).injOn
    (Set.mem_Ici.mpr hy.le) (Set.mem_Ici.mpr hx.1) (hyE.trans hE'.symm)
```

## (f) The mass condition is necessary

Let $P=w>0$ and let $x>0$ solve $E(x)=w$. Show that $M<w$.

**Solution.** By (a) and (b), $M=E(0)<E(x)=w$.

```lean
/-- Conversely, for nonnegative masses and massless energies `p i` with sum `w > 0`, a positive
scale factor that restores the energy `w` exists only if the masses sum to less than `w`. -/
theorem sum_mass_lt_of_scale (m p : ι → ℝ) {w x : ℝ} (hm : ∀ i, 0 ≤ m i)
    (hw : ∑ i, p i = w) (hw0 : 0 < w) (hx : 0 < x) (hE : rescaledEnergy m p x = w) :
    ∑ i, m i < w := by
  rw [← rescaledEnergy_zero m p hm, ← hE]
  exact rescaledEnergy_strictMonoOn m p (hw ▸ hw0) (Set.mem_Ici.mpr le_rfl)
    (Set.mem_Ici.mpr hx.le) hx
```

## (g) An interval for the root search

Let $P=w>0$, $x\ge0$ and $E(x)=w$. Show that
$$1-\frac Mw\le x\le\sqrt{1-\left(\frac Mw\right)^2}.$$

**Solution.** Part (c) gives $w\le M+xw$; divide by $w$. Part (d) gives $M^2+x^2w^2\le w^2$; divide by $w^2$ and take the root. A numerical solver can start from this interval.

```lean
/-- For nonnegative masses, and nonnegative momentum magnitudes with sum `w > 0`, a solution `x ≥ 0`
of `rescaledEnergy m p x = w` lies between `1 - M / w` and `√(1 - (M / w) ^ 2)`, where `M` is the
sum of the masses. -/
theorem scale_bounds (m p : ι → ℝ) {w x : ℝ} (hm : ∀ i, 0 ≤ m i) (hp : ∀ i, 0 ≤ p i)
    (hw : ∑ i, p i = w) (hw0 : 0 < w) (hx : 0 ≤ x) (hE : rescaledEnergy m p x = w) :
    1 - (∑ i, m i) / w ≤ x ∧ x ≤ √(1 - ((∑ i, m i) / w) ^ 2) := by
  have hup := rescaledEnergy_le m p hm hp hx
  have hlo := sq_add_sq_le_rescaledEnergy_sq m p x
  rw [hE, hw] at hup hlo
  constructor
  · have h : 1 - (∑ i, m i) / w = (w - ∑ i, m i) / w := by
      rw [sub_div, div_self hw0.ne']
    rw [h, div_le_iff₀ hw0]
    linarith
  · refine (le_abs_self _).trans (Real.abs_le_sqrt ?_)
    have h : 1 - ((∑ i, m i) / w) ^ 2 = (w ^ 2 - (∑ i, m i) ^ 2) / w ^ 2 := by
      rw [sub_div, div_self (pow_ne_zero 2 hw0.ne'), div_pow]
    rw [h, le_div_iff₀ (by positivity)]
    linarith
```

## (h) When no rescaling is needed

Show that $E(1)=P$ exactly when every $m_i=0$.

**Solution.** If $E(1)=P$, part (d) gives $M^2+P^2\le P^2$, so $M=0$, and nonnegative masses with zero sum all vanish. Conversely, massless terms are $\sqrt{p_i^2}=p_i$.

```lean
/-- For nonnegative masses and momentum magnitudes, the unscaled momenta already give the
massless total energy exactly when every mass vanishes. -/
theorem scale_one_iff_massless (m p : ι → ℝ) (hm : ∀ i, 0 ≤ m i) (hp : ∀ i, 0 ≤ p i) :
    rescaledEnergy m p 1 = ∑ i, p i ↔ ∀ i, m i = 0 := by
  constructor
  · intro hE i
    have h := sq_add_sq_le_rescaledEnergy_sq m p 1
    rw [hE] at h
    have hM : ∑ i, m i = 0 := by
      have h2 : (∑ i, m i) ^ 2 = 0 := le_antisymm (by linarith) (sq_nonneg _)
      exact pow_eq_zero_iff (two_ne_zero) |>.mp h2
    exact (sum_eq_zero_iff_of_nonneg fun i _ => hm i).mp hM i (mem_univ i)
  · intro h
    unfold rescaledEnergy
    refine sum_congr rfl fun i _ => ?_
    rw [h i, show (0 : ℝ) ^ 2 + 1 ^ 2 * p i ^ 2 = p i ^ 2 by ring, Real.sqrt_sq (hp i)]
```

## (i) Momentum vectors

Let $\mathbf k_i$ be three-momenta with $\sum_i\mathbf k_i=0$ and $M<\sum_i|\mathbf k_i|$. Show that exactly one $x>0$ satisfies
$$\sum_ix\mathbf k_i=0,\qquad\sum_i\sqrt{m_i^2+|x\mathbf k_i|^2}=\sum_i|\mathbf k_i|.$$

**Solution.** The first equation holds for every $x$, since $x\sum_i\mathbf k_i=0$. As $|x\mathbf k_i|^2=x^2|\mathbf k_i|^2$ (the step `key`), the second is (e) with $p_i=|\mathbf k_i|$.

```lean
/-- A massless event with zero total momentum, and energy above the sum of the nonnegative
masses, has exactly one positive rescaling of its momenta that keeps the total momentum
zero and gives the massive particles the same total energy. -/
theorem existsUnique_massive_event (m : ι → ℝ) (k : ι → EuclideanSpace ℝ (Fin 3))
    (hm : ∀ i, 0 ≤ m i) (hk : ∑ i, k i = 0) (hmk : ∑ i, m i < ∑ i, ‖k i‖) :
    ∃! x : ℝ, 0 < x ∧ ∑ i, x • k i = 0 ∧
      ∑ i, √(m i ^ 2 + ‖x • k i‖ ^ 2) = ∑ i, ‖k i‖ := by
  have key : ∀ x : ℝ, ∑ i, √(m i ^ 2 + ‖x • k i‖ ^ 2)
      = rescaledEnergy m (fun i => ‖k i‖) x := by
    intro x
    simp only [rescaledEnergy, norm_smul, mul_pow, Real.norm_eq_abs, sq_abs]
  obtain ⟨x, ⟨h0, _, hE⟩, hu⟩ := existsUnique_scale m (fun i => ‖k i‖) hm rfl hmk
  exact ⟨x, ⟨h0, by rw [← smul_sum, hk, smul_zero], (key x).trans hE⟩,
    fun y hy => hu y hy.1 ((key y).symm.trans hy.2.2)⟩
```

## (j) Two particles

For masses $a,b\ge0$ with $a+b<w$ and $p_1=p_2=w/2$, show that the positive factor is
$$x=\frac{\sqrt\lambda}{w^2},\qquad\lambda=\bigl(w^2-(a+b)^2\bigr)\bigl(w^2-(a-b)^2\bigr).$$

**Solution.** Here $\lambda$ is the Källén function in factorised form. Since $|a-b|\le a+b<w$, both factors are positive, so $x>0$. Expanding gives $\lambda=(w^2+a^2-b^2)^2-4w^2a^2$, hence
$$a^2+x^2\frac{w^2}{4}=a^2+\frac{\lambda}{4w^2}=\left(\frac{w^2+a^2-b^2}{2w}\right)^2,$$
and likewise with $a$ and $b$ exchanged; these are `ea` and `eb`. Both brackets are nonnegative because $w>a$ and $w>b$, so the energies add to $2w^2/(2w)=w$. The theorem checks positivity and the energy equation; uniqueness comes from (e).

```lean
/-- Two particles with nonnegative masses `a + b < w`, starting from massless energies `w / 2` each:
this closed form is positive and, used as the scale factor, gives total energy `w`. -/
theorem two_body_scale {a b w : ℝ} (ha : 0 ≤ a) (hb : 0 ≤ b) (hab : a + b < w) :
    0 < √((w ^ 2 - (a + b) ^ 2) * (w ^ 2 - (a - b) ^ 2)) / w ^ 2 ∧
    rescaledEnergy ![a, b] ![w / 2, w / 2]
      (√((w ^ 2 - (a + b) ^ 2) * (w ^ 2 - (a - b) ^ 2)) / w ^ 2) = w := by
  have hw : 0 < w := by linarith
  have h1 : 0 < w ^ 2 - (a + b) ^ 2 := by nlinarith
  have h2 : 0 < w ^ 2 - (a - b) ^ 2 := by nlinarith [mul_nonneg ha hb]
  have hD := mul_pos h1 h2
  refine ⟨div_pos (Real.sqrt_pos.mpr hD) (by positivity), ?_⟩
  have hx : (√((w ^ 2 - (a + b) ^ 2) * (w ^ 2 - (a - b) ^ 2)) / w ^ 2) ^ 2
      = (w ^ 2 - (a + b) ^ 2) * (w ^ 2 - (a - b) ^ 2) / (w ^ 2) ^ 2 := by
    rw [div_pow, Real.sq_sqrt hD.le]
  -- both particle energies are perfect squares under the root
  have ea : a ^ 2 + (w ^ 2 - (a + b) ^ 2) * (w ^ 2 - (a - b) ^ 2) / (w ^ 2) ^ 2 * (w / 2) ^ 2
      = ((w ^ 2 + a ^ 2 - b ^ 2) / (2 * w)) ^ 2 := by
    field_simp
    ring
  have eb : b ^ 2 + (w ^ 2 - (a + b) ^ 2) * (w ^ 2 - (a - b) ^ 2) / (w ^ 2) ^ 2 * (w / 2) ^ 2
      = ((w ^ 2 + b ^ 2 - a ^ 2) / (2 * w)) ^ 2 := by
    field_simp
    ring
  have na : 0 ≤ w ^ 2 + a ^ 2 - b ^ 2 := by nlinarith
  have nb : 0 ≤ w ^ 2 + b ^ 2 - a ^ 2 := by nlinarith
  simp only [rescaledEnergy, Fin.sum_univ_two, Matrix.cons_val_zero, Matrix.cons_val_one]
  rw [hx, ea, eb, Real.sqrt_sq (by positivity), Real.sqrt_sq (by positivity),
    ← add_div, div_eq_iff (by positivity)]
  ring

end

end RamboRescaling
```

```lean
#print axioms RamboRescaling.existsUnique_scale
-- 'RamboRescaling.existsUnique_scale' depends on axioms: [propext, Classical.choice, Quot.sound]
#print axioms RamboRescaling.scale_one_iff_massless
-- 'RamboRescaling.scale_one_iff_massless' depends on axioms: [propext, Classical.choice, Quot.sound]
#print axioms RamboRescaling.existsUnique_massive_event
-- 'RamboRescaling.existsUnique_massive_event' depends on axioms: [propext, Classical.choice, Quot.sound]
#print axioms RamboRescaling.two_body_scale
-- 'RamboRescaling.two_body_scale' depends on axioms: [propext, Classical.choice, Quot.sound]
```
